# Single-domain stability of a ferroelectric ring does not exclude domain formation

Take two coupled ferroelectric domains with polarisations p_0 and p_1. Each has Landau energy −a p²/2 + b p⁴/4, walls cost k(p_(i+1) − p_i)²/2, and a depolarisation term c(p_0 + p_1)²/4 penalises the net polarisation. On a two-site ring the wall is counted twice, so

E(t, t) = (c − a)t² + b t⁴/2

E(t, −t) = (4k − a)t² + b t⁴/2.

With c > a > 0, I would have called the unpolarised negative-capacitance state stable. But the antiparallel pair never feels c. What must I check for N domains?

## One condition for the mean, one for the longest wave

For N ≥ 2 and k ≥ 0, the Hessian at p = 0 is positive definite exactly when c > a and 4k sin²(π/N) > a. The unpolarised state is then a strict local minimum; if either inequality is reversed, it is unstable. For N domains the depolarisation term is c(Σ p_i)²/(2N). Along a profile u,

E(tu) = t² Q(u)/2 + t⁴ (b/4) Σ u_i⁴

Q(u) = −a Σ u_i² + k Σ (u_(i+1) − u_i)² + c(Σ u_i)²/N,

so the second derivative at t = 0 is Q(u). Write u_i = M + v_i with Σ v_i = 0. The cross terms vanish:

Q(u) = N(c − a)M² + k Σ (v_(i+1) − v_i)² − a Σ v_i².

To bound the wall term, let ω = exp(2π√−1/N) and V_m = Σ_j v_j ω^(jm). Since Σ_m ω^(m(i−j)) is N for i = j and 0 otherwise, Σ_m |V_m|² = N Σ v_j². The steps v_(j+1) − v_j have amplitudes (ω^(−m) − 1)V_m, with |ω^(−m) − 1|² = 4 sin²(πm/N). Here V_0 = 0, and sin(πm/N) ≥ sin(π/N) for 1 ≤ m ≤ N − 1. Hence

Σ (v_(i+1) − v_i)² ≥ 4 sin²(π/N) Σ v_i²

and, for k ≥ 0,

Q(u) ≥ N(c − a)M² + (4k sin²(π/N) − a) Σ v_i².

Both conditions together make this positive for u ≠ 0.

Conversely, u_i = 1 gives Q = N(c − a). The profiles cos(2πj/N) and sin(2πj/N) have zero sum; at each site their squares add to 1 and their squared steps to |ω − 1|² = 4 sin²(π/N). Thus

Q(cos) + Q(sin) = N(4k sin²(π/N) − a),

which positive definiteness makes positive, even at N = 2, where the sine profile vanishes.

In Lean, a profile is a function `ZMod N → ℝ`, whose addition closes the ring, and `hessianAtZero` is the actual second derivative along u. `hessian_posDef_iff` states the equivalence for N ≥ 2, k ≥ 0 and any real a, b, c. For b ≥ 0 and k ≥ 0, `unpolarised_global_min` makes p = 0 the strict global minimum under both conditions. `single_domain_test_misses_domains` treats 4k sin²(π/N) < a < c, again with b ≥ 0: every nonzero uniform polarisation costs energy, yet some profile with zero net polarisation lies below p = 0.

The constant c stands for electrostatics that respond only to the net polarisation; stray fields of a domain pattern, which would also cost energy, are left out. Within this classical one-dimensional model, a simulation that gives every domain the same polarisation cannot detect the domain instability.

In the proof, `energy_ray` and `hessian_eq` identify the Hessian form with Q, called `curvature`. `parseval` and `normSq_phase_sub_one` feed `wirtinger`, where `gap` compares the sines and `hd` transforms the steps. `curvature_uniform` and `curvature_domains` evaluate the test profiles. The main theorem splits off M and treats M = 0 and M ≠ 0 separately, since a different term is strictly positive in each case. For the domain state, one of the two waves, w, has Q(w) < 0. With R = (b/4) Σ w_i⁴, the proof chooses s > 0 so that Q(w) = −2s(R + 1); the profile √s·w then has energy −s².

```lean
import Mathlib

open Finset

namespace NegativeCapacitanceRing

noncomputable section

variable {N : ℕ} [NeZero N]

local notation "χ" => (ZMod.stdAddChar : AddChar (ZMod N) ℂ)

/-- Landau energy of `N` domains on a ring, with wall stiffness `k` and a depolarisation
energy `c` that acts on the net polarisation. -/
def energy (a b c k : ℝ) (p : ZMod N → ℝ) : ℝ :=
  ∑ i, (-a * p i ^ 2 / 2 + b * p i ^ 4 / 4 + k * (p (i + 1) - p i) ^ 2 / 2)
    + c * (∑ i, p i) ^ 2 / (2 * N)

/-- The Hessian form at `p = 0`: the second derivative of `E` along the direction `u`. -/
def hessianAtZero (E : (ZMod N → ℝ) → ℝ) (u : ZMod N → ℝ) : ℝ :=
  deriv (deriv fun t : ℝ => E (t • u)) 0

/-- The quadratic form of local, wall and depolarisation terms for a profile `u`. -/
def curvature (a c k : ℝ) (u : ZMod N → ℝ) : ℝ :=
  -a * ∑ i, u i ^ 2 + k * ∑ i, (u (i + 1) - u i) ^ 2 + c * (∑ i, u i) ^ 2 / N

/-- Fourier amplitude of a polarisation profile at wave number `m`. -/
def amplitude (u : ZMod N → ℝ) (m : ZMod N) : ℂ := ∑ j, (u j : ℂ) * χ (j * m)

/-- The domain profile `cos (2πj/N)`. -/
def cosDomain (j : ZMod N) : ℝ := (χ j).re

/-- The domain profile `sin (2πj/N)`. -/
def sinDomain (j : ZMod N) : ℝ := (χ j).im

/-- Along a ray `t u` the energy is a quadratic term plus a quartic term in `t`. -/
theorem energy_ray (a b c k t : ℝ) (u : ZMod N → ℝ) :
    energy a b c k (t • u)
      = t ^ 2 / 2 * curvature a c k u + t ^ 4 * (b / 4 * ∑ i, u i ^ 4) := by
  have h1 : ∑ i, (-a * (t * u i) ^ 2 / 2 + b * (t * u i) ^ 4 / 4
      + k * (t * u (i + 1) - t * u i) ^ 2 / 2)
      = t ^ 2 / 2 * (-a * ∑ i, u i ^ 2 + k * ∑ i, (u (i + 1) - u i) ^ 2)
        + t ^ 4 * (b / 4 * ∑ i, u i ^ 4) := by
    simp only [mul_sum, ← sum_add_distrib]
    exact sum_congr rfl fun i _ => by ring
  have h2 : ∑ i, t * u i = t * ∑ i, u i := (mul_sum _ _ _).symm
  simp only [energy, curvature, Pi.smul_apply, smul_eq_mul]
  rw [h1, h2]
  ring

/-- The Hessian form of the Landau energy at `p = 0` is the quadratic form `curvature`. -/
theorem hessian_eq (a b c k : ℝ) (u : ZMod N → ℝ) :
    hessianAtZero (energy a b c k) u = curvature a c k u := by
  have key : ∀ Q R : ℝ, deriv (deriv fun t : ℝ => t ^ 2 / 2 * Q + t ^ 4 * R) 0 = Q := by
    intro Q R
    have h1 : ∀ t : ℝ, HasDerivAt (fun t : ℝ => t ^ 2 / 2 * Q + t ^ 4 * R)
        (t * Q + 4 * t ^ 3 * R) t := fun t =>
      ((((hasDerivAt_pow 2 t).div_const 2).mul_const Q).fun_add
        ((hasDerivAt_pow 4 t).mul_const R)).congr_deriv (by
          simp only [Nat.reduceSub, Nat.cast_ofNat, pow_one]
          ring)
    have h2 : HasDerivAt (fun t : ℝ => t * Q + 4 * t ^ 3 * R) Q 0 :=
      (((hasDerivAt_id' (0 : ℝ)).mul_const Q).fun_add
        (((hasDerivAt_pow 3 (0 : ℝ)).const_mul 4).mul_const R)).congr_deriv (by simp)
    rw [funext fun t => (h1 t).deriv]
    exact h2.deriv
  simp only [hessianAtZero, energy_ray]
  exact key _ _

/-- Parseval's identity on the ring of domains. -/
theorem parseval (u : ZMod N → ℝ) :
    ∑ m, Complex.normSq (amplitude u m) = N * ∑ j, u j ^ 2 := by
  have hneg : ∀ x : ZMod N, χ (-x) = (starRingEnd ℂ) (χ x) := fun x => by
    rw [ZMod.stdAddChar_apply, ZMod.stdAddChar_apply, AddChar.map_neg_eq_inv,
      Circle.coe_inv_eq_conj]
  have orth : ∀ i j : ZMod N, ∑ m, χ (m * (i - j)) = if i = j then (N : ℂ) else 0 := by
    intro i j
    rw [AddChar.sum_mulShift _ (ZMod.isPrimitive_stdAddChar N)]
    simp [sub_eq_zero, ZMod.card]
  apply Complex.ofReal_injective
  push_cast
  calc ∑ m, (Complex.normSq (amplitude u m) : ℂ)
      = ∑ m, ∑ i, ∑ j, (u i : ℂ) * u j * χ (m * (i - j)) := by
        refine sum_congr rfl fun m _ => ?_
        rw [← Complex.mul_conj, amplitude, map_sum (starRingEnd ℂ), sum_mul_sum]
        refine sum_congr rfl fun i _ => sum_congr rfl fun j _ => ?_
        rw [map_mul (starRingEnd ℂ), Complex.conj_ofReal, ← hneg,
          show m * (i - j) = i * m + -(j * m) by ring, AddChar.map_add_eq_mul]
        ring
    _ = ∑ i, ∑ j, (u i : ℂ) * u j * ∑ m, χ (m * (i - j)) := by
        rw [sum_comm]
        refine sum_congr rfl fun i _ => ?_
        rw [sum_comm]
        exact sum_congr rfl fun j _ => (mul_sum _ _ _).symm
    _ = N * ∑ j, (u j : ℂ) ^ 2 := by
        simp only [orth, mul_ite, mul_zero, sum_ite_eq, mem_univ, if_true]
        rw [mul_sum]
        exact sum_congr rfl fun j _ => by ring

/-- The phase step of wave number `m` between neighbours has squared size `4 sin² (πm/N)`. -/
theorem normSq_phase_sub_one (m : ZMod N) :
    Complex.normSq (χ m - 1) = 4 * Real.sin (Real.pi * m.val / N) ^ 2 := by
  have hx : χ m = Complex.exp (((2 * (Real.pi * m.val / N) : ℝ) : ℂ) * Complex.I) := by
    rw [ZMod.stdAddChar_apply, ZMod.toCircle_apply]
    congr 1
    push_cast
    ring
  have h := Real.sin_sq_add_cos_sq (Real.pi * m.val / N)
  rw [hx, Complex.normSq_apply, Complex.sub_re, Complex.sub_im, Complex.exp_ofReal_mul_I_re,
    Complex.exp_ofReal_mul_I_im, Complex.one_re, Complex.one_im, Real.cos_two_mul,
    Real.sin_two_mul]
  linear_combination (4 * Real.cos (Real.pi * m.val / N) ^ 2 - 4) * h

/-- Discrete Wirtinger inequality: a profile without net polarisation has a sum of squared
wall steps of at least `4 sin² (π/N)` times its sum of squares. -/
theorem wirtinger (u : ZMod N → ℝ) (hu : ∑ i, u i = 0) :
    4 * Real.sin (Real.pi / N) ^ 2 * ∑ i, u i ^ 2 ≤ ∑ i, (u (i + 1) - u i) ^ 2 := by
  have hN : (0 : ℝ) < N := Nat.cast_pos.2 (Nat.pos_of_ne_zero (NeZero.ne N))
  -- every nonzero wave number has at least the phase step of the longest wave
  have gap : ∀ m : ZMod N, m ≠ 0 →
      4 * Real.sin (Real.pi / N) ^ 2 ≤ Complex.normSq (χ m - 1) := by
    intro m hm
    have hv : (1 : ℝ) ≤ m.val := by
      exact_mod_cast Nat.pos_of_ne_zero ((ZMod.val_ne_zero m).2 hm)
    have hv' : (m.val : ℝ) + 1 ≤ N := by exact_mod_cast ZMod.val_lt m
    rw [normSq_phase_sub_one, show Real.pi * m.val / N = Real.pi / N * m.val by ring]
    have hα : 0 < Real.pi / N := div_pos Real.pi_pos hN
    have hπ : Real.pi / N * N = Real.pi := div_mul_cancel₀ _ hN.ne'
    set α := Real.pi / N
    have l1 : α ≤ α * m.val := by nlinarith
    have l2 : α * m.val + α ≤ Real.pi := by nlinarith
    have s0 : 0 ≤ Real.sin α := Real.sin_nonneg_of_nonneg_of_le_pi hα.le (by linarith)
    have s1 : 0 ≤ Real.sin ((α * m.val - α) / 2) :=
      Real.sin_nonneg_of_nonneg_of_le_pi (by linarith) (by linarith)
    have s2 : 0 ≤ Real.cos ((α * m.val + α) / 2) :=
      Real.cos_nonneg_of_neg_pi_div_two_le_of_le (by linarith) (by linarith)
    have s3 : Real.sin α ≤ Real.sin (α * m.val) := by
      linarith [Real.sin_sub_sin (α * m.val) α, mul_nonneg (mul_nonneg zero_le_two s1) s2]
    nlinarith
  -- the wall steps in Fourier space
  have hd : ∀ m, amplitude (fun j => u (j + 1) - u j) m = (χ (-m) - 1) * amplitude u m := by
    intro m
    have h : ∑ j, (u (j + 1) : ℂ) * χ (j * m) = χ (-m) * ∑ j, (u j : ℂ) * χ (j * m) := by
      rw [mul_sum]
      refine Eq.trans ?_ (Equiv.sum_comp (Equiv.addRight (1 : ZMod N))
        (fun j => χ (-m) * ((u j : ℂ) * χ (j * m))))
      refine sum_congr rfl fun j _ => ?_
      simp only [Equiv.coe_addRight]
      rw [show j * m = -m + (j + 1) * m by ring, AddChar.map_add_eq_mul]
      ring
    simp only [amplitude, Complex.ofReal_sub, sub_mul, sum_sub_distrib, h, one_mul]
  have h0 : amplitude u 0 = 0 := by
    have h : ∑ j, (u j : ℂ) = 0 := by rw [← Complex.ofReal_sum, hu, Complex.ofReal_zero]
    simp only [amplitude, mul_zero, AddChar.map_zero_eq_one, mul_one, h]
  have hs : ∑ m, 4 * Real.sin (Real.pi / N) ^ 2 * Complex.normSq (amplitude u m)
      ≤ ∑ m, Complex.normSq (amplitude (fun j => u (j + 1) - u j) m) := by
    refine sum_le_sum fun m _ => ?_
    rw [hd, Complex.normSq_mul]
    by_cases hm : m = 0
    · simp [hm, h0]
    · exact mul_le_mul_of_nonneg_right (gap _ (neg_ne_zero.2 hm)) (Complex.normSq_nonneg _)
  rw [← mul_sum, parseval, parseval] at hs
  exact le_of_mul_le_mul_left (by linarith) hN

/-- The uniform profile with value `1` at every site has curvature `N (c - a)`. -/
theorem curvature_uniform (a c k : ℝ) :
    curvature a c k (fun _ : ZMod N => 1) = N * (c - a) := by
  have hN : (N : ℝ) ≠ 0 := Nat.cast_ne_zero.2 (NeZero.ne N)
  have h : c * (N : ℝ) ^ 2 / N = c * N := by field_simp
  simp only [curvature, sub_self, one_pow, sum_const, card_univ, ZMod.card, nsmul_eq_mul,
    mul_one]
  rw [h]
  ring

/-- For `N ≥ 2` the cosine and sine domain profiles carry no net polarisation, and their
curvatures add up to `N (4k sin² (π/N) - a)`. -/
theorem curvature_domains (hN : 2 ≤ N) (a c k : ℝ) :
    ∑ j : ZMod N, cosDomain j = 0 ∧ ∑ j : ZMod N, sinDomain j = 0 ∧
    curvature a c k (cosDomain (N := N)) + curvature a c k (sinDomain (N := N))
      = N * (4 * k * Real.sin (Real.pi / N) ^ 2 - a) := by
  have : Fact (1 < N) := ⟨by omega⟩
  have h0 : ∑ j, χ j = 0 := by
    simpa using AddChar.sum_mulShift (1 : ZMod N) (ZMod.isPrimitive_stdAddChar N)
  have hc : ∑ j : ZMod N, cosDomain j = 0 := by
    simp only [cosDomain]
    rw [← Complex.re_sum, h0, Complex.zero_re]
  have hs : ∑ j : ZMod N, sinDomain j = 0 := by
    simp only [sinDomain]
    rw [← Complex.im_sum, h0, Complex.zero_im]
  have n1 : ∀ j, Complex.normSq (χ j) = 1 := fun j => by
    have h : χ (-j) = (starRingEnd ℂ) (χ j) := by
      rw [ZMod.stdAddChar_apply, ZMod.stdAddChar_apply, AddChar.map_neg_eq_inv,
        Circle.coe_inv_eq_conj]
    apply Complex.ofReal_injective
    rw [← Complex.mul_conj, ← h, ← AddChar.map_add_eq_mul, add_neg_cancel,
      AddChar.map_zero_eq_one, Complex.ofReal_one]
  have h1 : ∑ j : ZMod N, cosDomain j ^ 2 + ∑ j : ZMod N, sinDomain j ^ 2 = N := by
    have h : ∀ j : ZMod N, cosDomain j ^ 2 + sinDomain j ^ 2 = 1 := fun j => by
      have e := n1 j
      rw [Complex.normSq_apply] at e
      simp only [cosDomain, sinDomain]
      linear_combination e
    rw [← sum_add_distrib, sum_congr rfl fun j _ => h j]
    simp [ZMod.card]
  have h2 : ∑ j : ZMod N, (cosDomain (j + 1) - cosDomain j) ^ 2
      + ∑ j : ZMod N, (sinDomain (j + 1) - sinDomain j) ^ 2
      = N * (4 * Real.sin (Real.pi / N) ^ 2) := by
    have h : ∀ j : ZMod N, (cosDomain (j + 1) - cosDomain j) ^ 2
        + (sinDomain (j + 1) - sinDomain j) ^ 2 = 4 * Real.sin (Real.pi / N) ^ 2 := fun j => by
      have e : Complex.normSq (χ (j + 1) - χ j) = 4 * Real.sin (Real.pi / N) ^ 2 := by
        rw [AddChar.map_add_eq_mul, show χ j * χ 1 - χ j = χ j * (χ 1 - 1) by ring,
          Complex.normSq_mul, n1, one_mul, normSq_phase_sub_one, ZMod.val_one, Nat.cast_one,
          mul_one]
      rw [Complex.normSq_apply, Complex.sub_re, Complex.sub_im] at e
      simp only [cosDomain, sinDomain]
      linear_combination e
    rw [← sum_add_distrib, sum_congr rfl fun j _ => h j]
    simp only [sum_const, card_univ, ZMod.card, nsmul_eq_mul]
  refine ⟨hc, hs, ?_⟩
  simp only [curvature, hc, hs]
  linear_combination (-a) * h1 + k * h2

/-- For `N ≥ 2` and `k ≥ 0`, the Hessian at `p = 0` is positive definite if and only if
`c > a` and `4k sin² (π/N) > a`. -/
theorem hessian_posDef_iff (hN : 2 ≤ N) (a b c k : ℝ) (hk : 0 ≤ k) :
    (∀ u : ZMod N → ℝ, u ≠ 0 → 0 < hessianAtZero (energy a b c k) u)
      ↔ a < c ∧ a < 4 * k * Real.sin (Real.pi / N) ^ 2 := by
  have hN0 : (0 : ℝ) < N := by exact_mod_cast (by omega : 0 < N)
  simp only [hessian_eq]
  constructor
  · intro h
    have h1 := h (fun _ => 1) (fun e => one_ne_zero (congrFun e 0))
    rw [curvature_uniform] at h1
    have h2 := h cosDomain (fun e => by simpa [cosDomain] using congrFun e 0)
    have h3 : 0 ≤ curvature a c k (sinDomain (N := N)) := by
      by_cases e : sinDomain (N := N) = 0
      · simp [e, curvature]
      · exact (h _ e).le
    have h4 := (curvature_domains hN a c k).2.2
    have h5 : 0 < N * (4 * k * Real.sin (Real.pi / N) ^ 2 - a) := by linarith
    exact ⟨sub_pos.1 (pos_of_mul_pos_right h1 hN0.le),
      sub_pos.1 (pos_of_mul_pos_right h5 hN0.le)⟩
  · rintro ⟨hc, hs⟩ u hu
    -- split off the mean polarisation `M`
    obtain ⟨M, hM⟩ : ∃ M : ℝ, ∑ i, u i = N * M := ⟨(∑ i, u i) / N, by field_simp⟩
    have hZ : ∑ i, (u i - M) = 0 := by simp [sum_sub_distrib, hM, ZMod.card]
    have hW : ∑ i, u i ^ 2 = ∑ i, (u i - M) ^ 2 + N * M ^ 2 := by
      have e : ∑ i, (u i - M) ^ 2 = ∑ i, (u i ^ 2 - 2 * M * u i + M ^ 2) :=
        sum_congr rfl fun i _ => by ring
      rw [e, sum_add_distrib, sum_sub_distrib, ← mul_sum, hM]
      simp only [sum_const, card_univ, ZMod.card, nsmul_eq_mul]
      ring
    have hw := wirtinger (fun i => u i - M) hZ
    simp only [sub_sub_sub_cancel_right] at hw
    have hkw := mul_le_mul_of_nonneg_left hw hk
    have hcM : c * (N * M) ^ 2 / N = c * (N * M ^ 2) := by field_simp
    have hW0 : 0 ≤ ∑ i, (u i - M) ^ 2 := sum_nonneg fun i _ => sq_nonneg _
    rw [curvature, hM, hW, hcM]
    by_cases h0 : M = 0
    · obtain ⟨i, hi⟩ := Function.ne_iff.1 hu
      have hi' : u i - M ≠ 0 := by simpa [h0] using hi
      have hp : 0 < ∑ i, (u i - M) ^ 2 :=
        sum_pos' (fun _ _ => sq_nonneg _) ⟨i, mem_univ i, by positivity⟩
      have hM2 : 0 ≤ (c - a) * (N * M ^ 2) := mul_nonneg (sub_pos.2 hc).le (by positivity)
      linarith [mul_pos (sub_pos.2 hs) hp]
    · have hM2 : 0 < (c - a) * (N * M ^ 2) := mul_pos (sub_pos.2 hc) (by positivity)
      linarith [mul_nonneg (sub_pos.2 hs).le hW0]

/-- For `N ≥ 2`, `b ≥ 0` and `k ≥ 0`, if `c > a` and `4k sin² (π/N) > a`, then every nonzero
polarisation profile has a higher energy than `p = 0`. -/
theorem unpolarised_global_min (hN : 2 ≤ N) {a b c k : ℝ} (hb : 0 ≤ b) (hk : 0 ≤ k)
    (hc : a < c) (hs : a < 4 * k * Real.sin (Real.pi / N) ^ 2) (p : ZMod N → ℝ) (hp : p ≠ 0) :
    energy a b c k (0 : ZMod N → ℝ) < energy a b c k p := by
  have h := (hessian_posDef_iff hN a b c k hk).2 ⟨hc, hs⟩ p hp
  rw [hessian_eq] at h
  have e := energy_ray a b c k 1 p
  rw [one_smul] at e
  have h4 : 0 ≤ b / 4 * ∑ i, p i ^ 4 := by positivity
  have e0 : energy a b c k (0 : ZMod N → ℝ) = 0 := by simp [energy]
  rw [e0, e]
  linarith

/-- For `N ≥ 2`, `b ≥ 0` and `4k sin² (π/N) < a < c`, every nonzero uniform polarisation has
a higher energy than `p = 0`, yet some profile without net polarisation has a lower one. -/
theorem single_domain_test_misses_domains (hN : 2 ≤ N) {a b c k : ℝ} (hb : 0 ≤ b)
    (hc : a < c) (hs : 4 * k * Real.sin (Real.pi / N) ^ 2 < a) :
    (∀ t : ℝ, t ≠ 0 → energy a b c k (0 : ZMod N → ℝ) < energy a b c k (fun _ : ZMod N => t)) ∧
    ∃ p : ZMod N → ℝ, ∑ i, p i = 0 ∧ energy a b c k p < energy a b c k (0 : ZMod N → ℝ) := by
  have hN0 : (0 : ℝ) < N := by exact_mod_cast (by omega : 0 < N)
  have e0 : energy a b c k (0 : ZMod N → ℝ) = 0 := by simp [energy]
  rw [e0]
  constructor
  · intro t ht
    have e : (fun _ : ZMod N => t) = t • (fun _ : ZMod N => (1 : ℝ)) := by
      ext i
      simp
    rw [e, energy_ray, curvature_uniform]
    have h1 : 0 < t ^ 2 / 2 * (N * (c - a)) :=
      mul_pos (by positivity) (mul_pos hN0 (sub_pos.2 hc))
    have h2 : 0 ≤ t ^ 4 * (b / 4 * ∑ _i : ZMod N, (1 : ℝ) ^ 4) := by positivity
    linarith
  · -- one of the two domain profiles has negative curvature
    obtain ⟨w, hw, hQ⟩ : ∃ w : ZMod N → ℝ, ∑ i, w i = 0 ∧ curvature a c k w < 0 := by
      obtain ⟨h1, h2, h3⟩ := curvature_domains hN a c k
      have h4 := mul_neg_of_pos_of_neg hN0 (sub_neg.2 hs)
      by_cases h : curvature a c k (cosDomain (N := N)) < 0
      · exact ⟨_, h1, h⟩
      · exact ⟨_, h2, by linarith [not_lt.1 h]⟩
    have hR : 0 ≤ b / 4 * ∑ i, w i ^ 4 := by positivity
    -- a small enough amplitude keeps the quartic cost below the quadratic gain
    obtain ⟨s, hs0, hsQ⟩ : ∃ s : ℝ, 0 < s ∧
        curvature a c k w = -2 * s * (b / 4 * ∑ i, w i ^ 4 + 1) := by
      have hR1 : 0 < b / 4 * ∑ i, w i ^ 4 + 1 := by linarith
      refine ⟨-curvature a c k w / 2 / (b / 4 * ∑ i, w i ^ 4 + 1),
        div_pos (by linarith) hR1, ?_⟩
      rw [mul_assoc, div_mul_cancel₀ _ hR1.ne']
      ring
    refine ⟨Real.sqrt s • w, ?_, ?_⟩
    · simp only [Pi.smul_apply, smul_eq_mul]
      rw [← mul_sum, hw, mul_zero]
    · have h4 : Real.sqrt s ^ 4 = s ^ 2 := by
        rw [show Real.sqrt s ^ 4 = (Real.sqrt s ^ 2) ^ 2 by ring, Real.sq_sqrt hs0.le]
      rw [energy_ray, h4, Real.sq_sqrt hs0.le, hsQ]
      nlinarith [pow_pos hs0 2]

end

end NegativeCapacitanceRing
```

```lean
#print axioms NegativeCapacitanceRing.unpolarised_global_min
#print axioms NegativeCapacitanceRing.single_domain_test_misses_domains
```

```
'NegativeCapacitanceRing.unpolarised_global_min' depends on axioms: [propext, Classical.choice, Quot.sound]
'NegativeCapacitanceRing.single_domain_test_misses_domains' depends on axioms: [propext, Classical.choice, Quot.sound]
```
